# Equal spacing minimises the pair energy on a ring for a convex, reflection-symmetric potential

## Balanced forces are not enough

Place identical charges at equal distances around a ring, and by symmetry the forces along the ring cancel. This leaves open whether another arrangement has lower energy: the balanced state could be a saddle or even a maximum. A relaxation that ends there does not settle the matter, since it may have found only a local minimum. A lower bound that holds for every arrangement and is attained at equal spacing does, and convexity of the pair potential supplies one.

Let the ring have circumference $L$ and carry $N\ge 1$ particles at
$$0\le x_0<x_1<\dots<x_{N-1}<L .$$
Two particles separated by the arc $d$ have energy $v(d)$. Since the same pair is also separated by $L-d$ the other way round, we require $v(L-d)=v(d)$. Convexity on $(0,L)$ then makes $v$ non-increasing up to half the ring, with a repulsive force that does not grow with distance.

## The bound and its Lean form

For $v$ convex on $(0,L)$ and symmetric as above,
$$E(x)=\sum_{p<q}v(x_q-x_p)\;\ge\;\frac N2\sum_{k=1}^{N-1}v\!\left(\frac{kL}{N}\right).$$
Equally spaced particles attain the right-hand side. If $v$ is strictly convex, equality holds exactly when $x_i=x_0+iL/N$ for all $i$.

In Lean, `x : Fin N → ℝ` holds the positions, and `IsConfig L x` states their order and range, which excludes coincident particles. `NeZero N` means $N\ge1$. The left side is `ringEnergy v x`. The right side, `crystalEnergy v L N`, is defined by the formula; `ringEnergy_site` proves that it is the energy of the sites $s_i=iL/N$, called `site`. Convexity is required only on the open interval `Set.Ioo 0 L`, so $v$ may diverge at contact.

For unit charges on a circle, in units where the Coulomb constant is one, `chordCoulomb` is the inverse of the chord length $(L/\pi)\sin(\pi d/L)$. The theorem `coulomb_ring` gives the bound and the equality case for it with no further assumption on the potential.

The particles are classical points. Electrons also have kinetic energy, which this model leaves out. Averaging the bound over $|\Psi|^2$ would still limit the interaction energy of a quantum state on this one-dimensional ring from below, and so give a necessary condition on its pair density; that averaging is an addition to what is checked here.

## Derivation by neighbour shells

Let $a_{p,k}$ be the forward arc from particle $p$ to its $k$-th neighbour, with $p+k$ taken modulo $N$, and let $u_i=x_i-s_i$ be the displacement from site $i$. If the path does not pass the origin, the sites contribute $s_{p+k}-s_p=kL/N$. If it does, they contribute $(k-N)L/N+L=kL/N$. In both cases
$$a_{p,k}=\frac{kL}{N}+u_{p+k}-u_p .$$
Summing over $p$ cancels the displacements, so $\sum_p a_{p,k}=kL$.

Each pair has two forward arcs, $d$ and $L-d$, with equal energies. Hence
$$2E(x)=\sum_{k=1}^{N-1}\sum_p v(a_{p,k}).$$
All these arcs lie in $(0,L)$, and Jensen's inequality gives
$$\sum_p v(a_{p,k})\ge N\,v\!\left(\frac1N\sum_p a_{p,k}\right)=N\,v\!\left(\frac{kL}{N}\right).$$
Summing over $k$ and halving proves the bound. At the sites every $u_i$ vanishes, every arc in shell $k$ equals $kL/N$, and the bound is attained.

Equality of the totals forces equality in each shell, because no shell lies below its bound. For strictly convex $v$, all arcs in shell $k$ then equal $kL/N$, and $p=0$ gives $x_k-x_0=kL/N$. Conversely, a rigid shift changes no difference $x_q-x_p$.

For the Coulomb case, symmetry follows from $\sin(\pi-\theta)=\sin\theta$. For strict convexity, take two different angles in $(0,\pi)$ with sines $P,Q$, and positive weights $s+t=1$. The sine $S$ of the weighted mean angle satisfies $S>sP+tQ$, so
$$\frac1S<\frac1{sP+tQ}\le\frac sP+\frac tQ .$$
The last step holds because $(sP+tQ)(s/P+t/Q)=1+st(P-Q)^2/(PQ)\ge1$.

## Two particles, and a concave potential

For $N=1$ both energies are zero. For $N=2$ the bound reads $v(d)\ge v(L/2)$, which is convexity at the midpoint of $d$ and $L-d$.

Symmetry alone does not give the bound. With $v(d)=d(L-d)$ and $N=2$, the equally spaced pair has energy $L^2/4$, and every other pair has less. The forces balance at a maximum.

## The complete Lean file

```lean
import Mathlib

open Finset

namespace RingWignerCrystal

noncomputable section

/-- Ordered positions of `N` distinct particles on a ring of circumference `L`,
measured along the ring from a fixed origin. -/
structure IsConfig {N : ℕ} (L : ℝ) (x : Fin N → ℝ) : Prop where
  mono : StrictMono x
  nonneg : ∀ i, 0 ≤ x i
  lt : ∀ i, x i < L

/-- Interaction energy: the sum of `v (x q - x p)` over all pairs `p < q`. -/
def ringEnergy {N : ℕ} (v : ℝ → ℝ) (x : Fin N → ℝ) : ℝ :=
  ∑ p, ∑ q, if p < q then v (x q - x p) else 0

/-- The crystal value `(N/2) ∑ v (k L / N)`, with `k` from `1` to `N - 1`, for `N ≥ 1`. -/
def crystalEnergy (v : ℝ → ℝ) (L : ℝ) (N : ℕ) : ℝ :=
  (N : ℝ) / 2 * ∑ k ∈ Ico 1 N, v ((k : ℝ) * L / N)

/-- The crystal sites `i L / N`, for `i = 0, ..., N - 1`. -/
def site (L : ℝ) (N : ℕ) (i : Fin N) : ℝ := ((i : ℕ) : ℝ) * L / N

/-- For positions `x` that satisfy `IsConfig L x`, the length of the forward path along the ring
from particle `p` to particle `q`. -/
def arc {N : ℕ} (L : ℝ) (x : Fin N → ℝ) (p q : Fin N) : ℝ :=
  if p ≤ q then x q - x p else x q - x p + L

variable {N : ℕ} [NeZero N] {L : ℝ} {x : Fin N → ℝ} {v : ℝ → ℝ}

/-- The arc from a particle to its `k`-th neighbour is `k L / N` plus the difference of
their displacements from the crystal sites. -/
theorem arc_add (L : ℝ) (x : Fin N → ℝ) (p k : Fin N) :
    arc L x p (p + k) = ((k : ℕ) : ℝ) * L / N
      + (x (p + k) - site L N (p + k)) - (x p - site L N p) := by
  have hp := p.isLt
  have hk := k.isLt
  by_cases h : p.val + k.val < N
  · have hv : (p + k).val = p.val + k.val := by
      rw [Fin.val_add, Nat.mod_eq_of_lt h]
    have hle : p ≤ p + k := by rw [Fin.le_def, hv]; omega
    have hc : ((p + k).val : ℝ) = p.val + k.val := by exact_mod_cast hv
    rw [arc, if_pos hle]
    simp only [site]
    rw [hc]
    ring
  · -- the path passes the origin once
    have hv : (p + k).val + N = p.val + k.val := by
      rw [Fin.val_add, Nat.mod_eq_sub_mod (by omega), Nat.mod_eq_of_lt (by omega)]
      omega
    have hle : ¬ p ≤ p + k := by rw [Fin.le_def]; omega
    have hc' : ((p + k).val : ℝ) + N = p.val + k.val := by exact_mod_cast hv
    have hc : ((p + k).val : ℝ) = p.val + k.val - N := by linarith
    have hN : (N : ℝ) ≠ 0 := Nat.cast_ne_zero.mpr (NeZero.ne N)
    have hL : (N : ℝ) * L / N = L := by field_simp
    rw [arc, if_neg hle]
    simp only [site]
    rw [hc]
    linear_combination -hL

/-- The arcs from all particles to their `k`-th neighbours add up to `k` turns of the ring. -/
theorem sum_arc (L : ℝ) (x : Fin N → ℝ) (k : Fin N) :
    ∑ p, arc L x p (p + k) = ((k : ℕ) : ℝ) * L := by
  have hN : (N : ℝ) ≠ 0 := Nat.cast_ne_zero.mpr (NeZero.ne N)
  have hs : ∑ p, (x (p + k) - site L N (p + k)) = ∑ p, (x p - site L N p) :=
    Equiv.sum_comp (Equiv.addRight k) (fun p => x p - site L N p)
  simp only [arc_add]
  rw [sum_sub_distrib, sum_add_distrib, hs, add_sub_cancel_right, sum_const, card_univ,
    Fintype.card_fin, nsmul_eq_mul]
  field_simp

omit [NeZero N] in
/-- The arc between two different particles is longer than zero and shorter than the ring. -/
theorem arc_mem (hx : IsConfig L x) {p q : Fin N} (h : p ≠ q) :
    arc L x p q ∈ Set.Ioo 0 L := by
  rcases lt_or_gt_of_ne h with h | h
  · rw [arc, if_pos h.le]
    exact ⟨by linarith [hx.mono h], by linarith [hx.nonneg p, hx.lt q]⟩
  · rw [arc, if_neg (not_le_of_gt h)]
    exact ⟨by linarith [hx.nonneg q, hx.lt p], by linarith [hx.mono h]⟩

/-- For a reflection-symmetric potential, twice the energy is the sum over all neighbour
shells `k ≠ 0` of the potential at the arcs to the `k`-th neighbours. -/
theorem two_mul_ringEnergy (hx : IsConfig L x)
    (hsym : ∀ d ∈ Set.Ioo 0 L, v (L - d) = v d) :
    2 * ringEnergy v x = ∑ k ∈ univ.erase (0 : Fin N), ∑ p, v (arc L x p (p + k)) := by
  have pair : ∀ p q : Fin N, (if p = q then 0 else v (arc L x p q)) =
      (if p < q then v (x q - x p) else 0) + (if q < p then v (x p - x q) else 0) := by
    intro p q
    rcases lt_trichotomy p q with h | h | h
    · rw [if_neg h.ne, arc, if_pos h.le, if_pos h, if_neg (lt_asymm h), add_zero]
    · subst h
      simp
    · have e := hsym (x p - x q)
        ⟨by linarith [hx.mono h], by linarith [hx.lt p, hx.nonneg q]⟩
      rw [if_neg h.ne', arc, if_neg (not_le_of_gt h), if_neg (lt_asymm h), if_pos h,
        zero_add, ← e]
      congr 1
      ring
  have sw : ∑ p, ∑ q, (if q < p then v (x p - x q) else 0) = ringEnergy v x := by
    unfold ringEnergy
    exact sum_comm
  calc 2 * ringEnergy v x = ∑ p, ∑ q, (if p = q then 0 else v (arc L x p q)) := by
        simp only [pair, sum_add_distrib]
        rw [sw]
        unfold ringEnergy
        ring
    _ = ∑ p, ∑ k, (if p = p + k then 0 else v (arc L x p (p + k))) :=
        sum_congr rfl fun p _ => (Equiv.sum_comp (Equiv.addLeft p)
          (fun q => if p = q then 0 else v (arc L x p q))).symm
    _ = ∑ k, ∑ p, (if p = p + k then 0 else v (arc L x p (p + k))) := sum_comm
    _ = ∑ k ∈ univ.erase (0 : Fin N), ∑ p,
          (if p = p + k then 0 else v (arc L x p (p + k))) :=
        (sum_erase _ (by simp)).symm
    _ = _ := sum_congr rfl fun k hk => sum_congr rfl fun p _ =>
        if_neg fun h => ne_of_mem_erase hk (by simpa using h)

/-- Twice the crystal value is the sum of `N v (k L / N)` over the neighbour shells. -/
theorem two_mul_crystalEnergy (v : ℝ → ℝ) (L : ℝ) :
    2 * crystalEnergy v L N =
      ∑ k ∈ univ.erase (0 : Fin N), (N : ℝ) * v (((k : ℕ) : ℝ) * L / N) := by
  have z : ((0 : Fin N) : ℕ) = 0 := by simp
  have h1 := add_sum_erase univ (fun k : Fin N => v (((k : ℕ) : ℝ) * L / N)) (mem_univ 0)
  have h2 := Fin.sum_univ_eq_sum_range (fun k : ℕ => v ((k : ℝ) * L / N)) N
  have h3 := sum_eq_sum_Ico_succ_bot (NeZero.pos N) (fun k : ℕ => v ((k : ℝ) * L / N))
  rw [range_eq_Ico] at h2
  simp only [z] at h1
  simp only [zero_add] at h3
  have h : ∑ k ∈ univ.erase (0 : Fin N), v (((k : ℕ) : ℝ) * L / N)
      = ∑ k ∈ Ico 1 N, v ((k : ℝ) * L / N) := by linarith
  rw [← mul_sum, crystalEnergy, h]
  ring

/-- For a convex potential, the `k`-th neighbour shell contributes at least `N v (k L / N)`. -/
theorem shell_bound (hx : IsConfig L x) (hv : ConvexOn ℝ (Set.Ioo 0 L) v)
    {k : Fin N} (hk : k ≠ 0) :
    (N : ℝ) * v (((k : ℕ) : ℝ) * L / N) ≤ ∑ p, v (arc L x p (p + k)) := by
  have hN : (0 : ℝ) < N := Nat.cast_pos.mpr (NeZero.pos N)
  -- Jensen's inequality with equal weights
  have h := hv.map_sum_le (t := univ) (w := fun _ => (N : ℝ)⁻¹)
    (p := fun p => arc L x p (p + k)) (fun _ _ => by positivity) (by simp [hN.ne'])
    (fun p _ => arc_mem hx fun e => hk (by simpa using e))
  simp only [smul_eq_mul, ← mul_sum, sum_arc] at h
  rw [show (N : ℝ)⁻¹ * (((k : ℕ) : ℝ) * L) = ((k : ℕ) : ℝ) * L / N by ring,
    inv_mul_eq_div, le_div_iff₀ hN] at h
  linarith

/-- Particles on a ring that repel through a convex, reflection-symmetric potential have
at least the crystal energy `(N/2) ∑ v (k L / N)`. -/
theorem crystalEnergy_le_ringEnergy (hx : IsConfig L x)
    (hv : ConvexOn ℝ (Set.Ioo 0 L) v) (hsym : ∀ d ∈ Set.Ioo 0 L, v (L - d) = v d) :
    crystalEnergy v L N ≤ ringEnergy v x := by
  have h := sum_le_sum fun k (hk : k ∈ univ.erase (0 : Fin N)) =>
    shell_bound hx hv (ne_of_mem_erase hk)
  rw [← two_mul_crystalEnergy, ← two_mul_ringEnergy hx hsym] at h
  linarith

/-- On a ring of positive length the crystal sites are an admissible configuration, and for
a reflection-symmetric potential their energy is the crystal value. -/
theorem ringEnergy_site (hL : 0 < L) (hsym : ∀ d ∈ Set.Ioo 0 L, v (L - d) = v d) :
    IsConfig L (site L N) ∧ ringEnergy v (site L N) = crystalEnergy v L N := by
  have hN : (0 : ℝ) < N := Nat.cast_pos.mpr (NeZero.pos N)
  have hc : IsConfig L (site L N) := by
    refine ⟨fun i j h => ?_, fun i => ?_, fun i => ?_⟩
    · have h' : ((i : ℕ) : ℝ) < ((j : ℕ) : ℝ) := Nat.cast_lt.mpr (Fin.lt_def.mp h)
      exact div_lt_div_of_pos_right (mul_lt_mul_of_pos_right h' hL) hN
    · unfold site
      positivity
    · have h' : ((i : ℕ) : ℝ) < N := Nat.cast_lt.mpr i.isLt
      rw [site, div_lt_iff₀ hN]
      nlinarith
  have a : ∀ p k : Fin N, arc L (site L N) p (p + k) = ((k : ℕ) : ℝ) * L / N := by
    intro p k
    rw [arc_add]
    ring
  have h := two_mul_ringEnergy hc hsym
  simp only [a, sum_const, card_univ, Fintype.card_fin, nsmul_eq_mul] at h
  rw [← two_mul_crystalEnergy] at h
  exact ⟨hc, by linarith⟩

/-- For a strictly convex, reflection-symmetric potential, a configuration has the crystal
energy exactly when it is a rigid shift of the crystal sites. -/
theorem ringEnergy_eq_iff (hx : IsConfig L x) (hv : StrictConvexOn ℝ (Set.Ioo 0 L) v)
    (hsym : ∀ d ∈ Set.Ioo 0 L, v (L - d) = v d) :
    ringEnergy v x = crystalEnergy v L N ↔ ∀ i, x i = x 0 + site L N i := by
  have hN : (0 : ℝ) < N := Nat.cast_pos.mpr (NeZero.pos N)
  have s0 : site L N 0 = 0 := by simp [site]
  constructor
  · intro h i
    by_cases hi : i = 0
    · rw [hi, s0, add_zero]
    -- equality of the energies forces equality in every shell
    have hs : ∀ k ∈ univ.erase (0 : Fin N),
        (N : ℝ) * v (((k : ℕ) : ℝ) * L / N) = ∑ p, v (arc L x p (p + k)) :=
      (sum_eq_sum_iff_of_le fun k hk =>
        shell_bound hx hv.convexOn (ne_of_mem_erase hk)).1
        (by rw [← two_mul_crystalEnergy, ← two_mul_ringEnergy hx hsym, h])
    have e : (N : ℝ)⁻¹ * (((i : ℕ) : ℝ) * L) = ((i : ℕ) : ℝ) * L / N := by ring
    -- the equality case of Jensen's inequality makes all arcs of the shell equal
    have j := (hv.map_sum_eq_iff (t := univ) (w := fun _ => (N : ℝ)⁻¹)
      (p := fun p => arc L x p (p + i)) (fun _ _ => by positivity) (by simp [hN.ne'])
      (fun p _ => arc_mem hx fun e => hi (by simpa using e))).1 (by
        simp only [smul_eq_mul, ← mul_sum, sum_arc]
        rw [e, ← hs i (mem_erase.2 ⟨hi, mem_univ i⟩)]
        exact (inv_mul_cancel_left₀ hN.ne' _).symm) 0 (mem_univ 0)
    simp only [smul_eq_mul, ← mul_sum, sum_arc] at j
    rw [arc_add, zero_add, e] at j
    linear_combination j - s0
  · intro h
    have hL : 0 < L := lt_of_le_of_lt (hx.nonneg 0) (hx.lt 0)
    rw [← (ringEnergy_site (N := N) hL hsym).2]
    unfold ringEnergy
    refine sum_congr rfl fun p _ => sum_congr rfl fun q _ => ?_
    rw [show x q - x p = site L N q - site L N p by linarith [h p, h q]]

/-- Coulomb repulsion of two unit charges on a circle of circumference `L`, across the chord
that belongs to the arc `d`, for `0 < d < L`. -/
def chordCoulomb (L d : ℝ) : ℝ := 1 / (L / Real.pi * Real.sin (Real.pi * d / L))

/-- Unit charges on a circle have at least the Coulomb energy of the crystal, with equality
exactly for rigid shifts of the crystal sites. -/
theorem coulomb_ring (hx : IsConfig L x) :
    crystalEnergy (chordCoulomb L) L N ≤ ringEnergy (chordCoulomb L) x ∧
      (ringEnergy (chordCoulomb L) x = crystalEnergy (chordCoulomb L) L N ↔
        ∀ i, x i = x 0 + site L N i) := by
  have hL : 0 < L := lt_of_le_of_lt (hx.nonneg 0) (hx.lt 0)
  have hpi := Real.pi_pos
  have hsym : ∀ d ∈ Set.Ioo 0 L, chordCoulomb L (L - d) = chordCoulomb L d := by
    intro d _
    have e : Real.pi * (L - d) / L = Real.pi - Real.pi * d / L := by field_simp
    rw [chordCoulomb, chordCoulomb, e, Real.sin_pi_sub]
  have hang : ∀ d ∈ Set.Ioo 0 L, 0 < Real.pi * d / L ∧ Real.pi * d / L < Real.pi := by
    intro d hd
    refine ⟨div_pos (mul_pos hpi hd.1) hL, ?_⟩
    rw [div_lt_iff₀ hL]
    exact mul_lt_mul_of_pos_left hd.2 hpi
  have hv : StrictConvexOn ℝ (Set.Ioo 0 L) (chordCoulomb L) := by
    refine ⟨convex_Ioo 0 L, fun a ha b hb hab s t hs ht hst => ?_⟩
    obtain ⟨a0, a1⟩ := hang a ha
    obtain ⟨b0, b1⟩ := hang b hb
    have hne : Real.pi * a / L ≠ Real.pi * b / L := by
      intro h
      rw [div_left_inj' hL.ne'] at h
      exact hab (mul_left_cancel₀ hpi.ne' h)
    -- the chord length is strictly concave in the arc
    have hsin := strictConcaveOn_sin_Icc.2 ⟨a0.le, a1.le⟩ ⟨b0.le, b1.le⟩ hne hs ht hst
    have hP := Real.sin_pos_of_pos_of_lt_pi a0 a1
    have hQ := Real.sin_pos_of_pos_of_lt_pi b0 b1
    simp only [smul_eq_mul] at hsin ⊢
    rw [show s * (Real.pi * a / L) + t * (Real.pi * b / L)
      = Real.pi * (s * a + t * b) / L by ring] at hsin
    have f : ∀ y : ℝ, 1 / (L / Real.pi * y) = Real.pi / L * (1 / y) := by
      intro y
      rw [one_div, mul_inv, inv_div, one_div]
    simp only [chordCoulomb, f]
    generalize Real.sin (Real.pi * a / L) = P at *
    generalize Real.sin (Real.pi * b / L) = Q at *
    generalize Real.sin (Real.pi * (s * a + t * b) / L) = S at *
    have hM : 0 < s * P + t * Q := by positivity
    -- the inverse of a weighted mean is at most the weighted mean of the inverses
    have hmean : 1 / (s * P + t * Q) ≤ s / P + t / Q := by
      have e : s * t * (P - Q) ^ 2
          = (s * Q + P * t) * (s * P + t * Q) - (s + t) ^ 2 * (P * Q) := by ring
      have e0 : 0 ≤ s * t * (P - Q) ^ 2 := by positivity
      rw [hst] at e
      rw [div_add_div _ _ hP.ne' hQ.ne', div_le_div_iff₀ hM (mul_pos hP hQ)]
      linarith
    have hlt : 1 / S < s / P + t / Q :=
      lt_of_lt_of_le (one_div_lt_one_div_of_lt hM hsin) hmean
    calc Real.pi / L * (1 / S) < Real.pi / L * (s / P + t / Q) :=
          mul_lt_mul_of_pos_left hlt (div_pos hpi hL)
      _ = s * (Real.pi / L * (1 / P)) + t * (Real.pi / L * (1 / Q)) := by ring
  exact ⟨crystalEnergy_le_ringEnergy hx hv.convexOn hsym, ringEnergy_eq_iff hx hv hsym⟩

end

end RingWignerCrystal
```

```lean
#print axioms RingWignerCrystal.crystalEnergy_le_ringEnergy
-- 'RingWignerCrystal.crystalEnergy_le_ringEnergy' depends on axioms: [propext, Classical.choice, Quot.sound]
#print axioms RingWignerCrystal.coulomb_ring
-- 'RingWignerCrystal.coulomb_ring' depends on axioms: [propext, Classical.choice, Quot.sound]
```

## From arcs to the energy bound in Lean

`arc_add` proves the displacement formula by splitting on whether $p+k<N$. Addition in `Fin N` is modulo $N$, so `p + k` is the neighbour's label in both cases. `sum_arc` cancels the displacements by reindexing with `Equiv.addRight k`, and `arc_mem` places arcs between different particles in $(0,L)$.

In `two_mul_ringEnergy`, the local statement `pair` matches each ordered pair with one term of the energy, using `hsym` when the path passes the origin. The calculation then replaces $q$ by $p+k$, exchanges the sums and removes $k=0$. `two_mul_crystalEnergy` writes the crystal value over the same shells.

`shell_bound` is Jensen's inequality, `map_sum_le`, with weights $1/N$; `crystalEnergy_le_ringEnergy` sums it over the shells. For uniqueness, `ringEnergy_eq_iff` first uses `sum_eq_sum_iff_of_le` to obtain equality shell by shell. It then applies the equality case of Jensen, `map_sum_eq_iff`, at particle 0.

`coulomb_ring` takes the strict concavity of the sine from `strictConcaveOn_sin_Icc`. Its step `hmean` is the inequality between the inverse of the mean and the mean of the inverses, obtained from the same square $(P-Q)^2$. The two general theorems then give the result.
